# At potentials of equal magnitude, higher-valence counterions give a Poisson–Boltzmann wall the larger surface field

Take two planar walls, each facing its own half-space of the same electrolyte, at reduced potentials p > 0 and -p relative to the bulk. If the cations have the higher valence, the squared surface field is larger at -p, where they are the counterions. For a 2:1 electrolyte the squared field at a wall of potential p, now of either sign, is proportional to

g(p) = exp(-2p) + 2 exp(p) - 3 = exp(-2p) (exp(p) - 1)² (2 exp(p) + 1),

which vanishes only at p = 0. If there is no field behind the walls, Gauss's law makes the surface charge density proportional to the surface field, so the wall screened by divalent ions needs a charge density of larger magnitude to reach the same |p|.

```lean
import Mathlib

open Set Filter Topology

namespace AsymmetricElectrolyte

noncomputable section
```

## Boltzmann ions in a neutral bulk

Potentials are in units of kT/e. Cations of valence a and anions of valence b have bulk concentrations proportional to b and a. The charge density and the excess ion concentration are

ρ(p) = ab exp(-ap) - ab exp(bp)
G(p) = b exp(-ap) + a exp(bp) - (a + b).

They are `chargeDensity` and `excess`; g is `excess 2 1`. Neutrality, ρ(0) = 0, is built into these concentrations; without it, zero potential would not be a bulk equilibrium.

```lean
/-- Reduced charge density at potential `p` for cations of valence `a` and anions of valence `b`,
with bulk concentrations `b` and `a`. -/
def chargeDensity (a b p : ℝ) : ℝ :=
  a * (b * Real.exp (-(a * p))) - b * (a * Real.exp (b * p))

/-- Reduced excess ion concentration at potential `p`, relative to the bulk. -/
def excess (a b p : ℝ) : ℝ :=
  b * Real.exp (-(a * p)) + a * Real.exp (b * p) - (a + b)
```

## The field equation and decay into the bulk

`IsDoubleLayer` assumes that φ has slope φ′ (`dφ`) and that φ″ = -c ρ(φ) on x ≥ 0, with one-sided derivatives at the wall. It also assumes that φ and φ′ tend to zero far away. This is mean-field theory: point ions, uniform permittivity, no ion correlations.

```lean
/-- A potential `φ` with slope `dφ` solves the Poisson-Boltzmann equation on the half-line
`x ≥ 0`, and both decay into the bulk. -/
structure IsDoubleLayer (a b c : ℝ) (φ dφ : ℝ → ℝ) : Prop where
  slope : ∀ x ∈ Ici (0 : ℝ), HasDerivWithinAt φ (dφ x) (Ici 0) x
  poisson : ∀ x ∈ Ici (0 : ℝ),
    HasDerivWithinAt dφ (-(c * chargeDensity a b (φ x))) (Ici 0) x
  decay : Tendsto φ atTop (𝓝 0)
  slope_decay : Tendsto dφ atTop (𝓝 0)
```

Differentiating G gives G′ = -ρ, so

(φ′² - 2c G(φ))′ = 2φ′φ″ + 2c ρ(φ)φ′ = 0.

The bracket is constant. Decay and G(0) = 0 make the constant zero:

φ′² = 2c G(φ).

Without decay an unknown constant would remain, and the wall potential alone would not fix the squared field.

```lean
/-- The derivative of the excess ion concentration with respect to the potential is minus the
charge density. -/
theorem hasDerivAt_excess (a b p : ℝ) :
    HasDerivAt (excess a b) (-(chargeDensity a b p)) p := by
  have h1 : HasDerivAt (fun q : ℝ => Real.exp (-(a * q)))
      (Real.exp (-(a * p)) * (-(a * 1))) p :=
    (((hasDerivAt_id' p).const_mul a).fun_neg).exp
  have h2 : HasDerivAt (fun q : ℝ => Real.exp (b * q)) (Real.exp (b * p) * (b * 1)) p :=
    ((hasDerivAt_id' p).const_mul b).exp
  have h := ((h1.const_mul b).fun_add (h2.const_mul a)).sub_const (a + b)
  change HasDerivAt
    (fun q : ℝ => b * Real.exp (-(a * q)) + a * Real.exp (b * q) - (a + b)) _ p
  exact h.congr_deriv (by unfold chargeDensity; ring)
```

In `slope_sq_eq`, `F` is the bracket. A mean-value bound with derivative bound zero makes it constant, and uniqueness of limits identifies its value.

```lean
/-- First integral: everywhere in the double layer the squared slope of the potential is `2c`
times the excess ion concentration. -/
theorem slope_sq_eq {a b c : ℝ} {φ dφ : ℝ → ℝ} (h : IsDoubleLayer a b c φ dφ)
    {x : ℝ} (hx : 0 ≤ x) : dφ x ^ 2 = 2 * c * excess a b (φ x) := by
  let F : ℝ → ℝ := fun y => dφ y * dφ y - 2 * c * excess a b (φ y)
  -- the "energy" F has zero derivative
  have hF : ∀ y ∈ Ici (0 : ℝ), HasDerivWithinAt F 0 (Ici 0) y := by
    intro y hy
    have h1 := (h.poisson y hy).mul (h.poisson y hy)
    have h2 := ((hasDerivAt_excess a b (φ y)).comp_hasDerivWithinAt y
      (h.slope y hy)).const_mul (2 * c)
    exact (h1.sub h2).congr_deriv (by ring)
  have hconst : ∀ y ∈ Ici (0 : ℝ), F x = F y := by
    intro y hy
    have h1 := Convex.norm_image_sub_le_of_norm_hasDerivWithin_le (f' := fun _ => (0 : ℝ))
      (C := 0) hF (fun _ _ => by simp) (convex_Ici 0) hy (show x ∈ Ici (0 : ℝ) from hx)
    rw [zero_mul] at h1
    exact sub_eq_zero.mp (norm_le_zero_iff.mp h1)
  -- its value is read off in the bulk
  have hlim : Tendsto F atTop (𝓝 (0 * 0 - 2 * c * excess a b 0)) :=
    (h.slope_decay.mul h.slope_decay).sub
      (((hasDerivAt_excess a b 0).continuousAt.tendsto.comp h.decay).const_mul (2 * c))
  have hlim' : Tendsto F atTop (𝓝 (F x)) :=
    tendsto_const_nhds.congr' ((eventually_ge_atTop 0).mono hconst)
  have h0 : excess a b 0 = 0 := by simp [excess, add_comm]
  have hval : dφ x * dφ x - 2 * c * excess a b (φ x) = 0 * 0 - 2 * c * excess a b 0 :=
    tendsto_nhds_unique hlim' hlim
  rw [h0] at hval
  linear_combination hval
```

## Positive valences

The valences are positive reals, not necessarily integers. For p ≠ 0, strict convexity of the exponential gives exp(-ap) > 1 - ap and exp(bp) > 1 + bp. Multiplying by b and a and adding cancels the linear terms, so G(p) > 0. The proof uses the same two inequalities, as `h1` and `h2`. With b = 0, G would vanish identically.

```lean
/-- The excess ion concentration vanishes only at zero potential. -/
theorem excess_eq_zero_iff {a b : ℝ} (ha : 0 < a) (hb : 0 < b) (p : ℝ) :
    excess a b p = 0 ↔ p = 0 := by
  constructor
  · intro h
    by_contra hp
    have h1 := Real.add_one_lt_exp (neg_ne_zero.mpr (mul_ne_zero ha.ne' hp))
    have h2 := Real.add_one_lt_exp (mul_ne_zero hb.ne' hp)
    have h3 := mul_lt_mul_of_pos_left h1 hb
    have h4 := mul_lt_mul_of_pos_left h2 ha
    unfold excess at h
    nlinarith
  · rintro rfl
    simp [excess, add_comm]
```

## Cations of the higher valence: b < a

Reversing the potential exchanges the valences, so the difference to be signed is

D(p) = G(-p) - G(p) = 2b sinh(ap) - 2a sinh(bp)
D′(p) = 2ab (cosh(ap) - cosh(bp)).

For p > 0 and a > b > 0, D′ is positive; since D(0) = 0, D(p) > 0.

```lean
/-- Reversing the potential is the same as exchanging the two valences. -/
theorem excess_neg (a b p : ℝ) : excess a b (-p) = excess b a p := by
  unfold excess
  rw [show -(a * -p) = a * p by ring, show b * -p = -(b * p) by ring]
  ring
```

`hmono` is this monotonicity argument, with `hc` comparing the hyperbolic cosines.

```lean
/-- If the cations have the higher valence, the excess ion concentration is larger at potential
`-p` than at `p > 0`. -/
theorem excess_lt_excess_neg {a b p : ℝ} (hb : 0 < b) (hab : b < a) (hp : 0 < p) :
    excess a b p < excess a b (-p) := by
  have hd : ∀ q, HasDerivAt (fun y => excess b a y - excess a b y)
      (-(chargeDensity b a q) - -(chargeDensity a b q)) q :=
    fun q => (hasDerivAt_excess b a q).fun_sub (hasDerivAt_excess a b q)
  have hmono : StrictMonoOn (fun y => excess b a y - excess a b y) (Ici 0) := by
    refine strictMonoOn_of_deriv_pos (convex_Ici 0)
      (fun q _ => (hd q).continuousAt.continuousWithinAt) ?_
    intro q hq
    rw [interior_Ici] at hq
    have hq' : 0 < q := hq
    rw [(hd q).deriv]
    -- the derivative is 2ab (cosh aq - cosh bq)
    have hc : Real.cosh (b * q) < Real.cosh (a * q) := by
      rw [Real.cosh_lt_cosh, abs_of_pos (mul_pos hb hq'),
        abs_of_pos (mul_pos (hb.trans hab) hq')]
      exact mul_lt_mul_of_pos_right hab hq'
    rw [Real.cosh_eq, Real.cosh_eq] at hc
    have := mul_pos (mul_pos (hb.trans hab) hb) (sub_pos.mpr hc)
    unfold chargeDensity
    nlinarith
  have h := hmono (Set.mem_Ici.mpr le_rfl) (Set.mem_Ici.mpr hp.le) hp
  have h0 : excess b a 0 - excess a b 0 = 0 := by simp [excess]; ring
  change excess b a 0 - excess a b 0 < excess b a p - excess a b p at h
  rw [excess_neg]
  linarith
```

Without b < a the inequality fails: equal valences give equality, and a < b reverses it. The next theorem therefore states an equivalence.

```lean
/-- For `p > 0`, the excess at `-p` exceeds that at `p` exactly when the cations have the higher
valence. -/
theorem excess_lt_excess_neg_iff {a b p : ℝ} (ha : 0 < a) (hb : 0 < b) (hp : 0 < p) :
    excess a b p < excess a b (-p) ↔ b < a := by
  refine ⟨fun h => ?_, fun h => excess_lt_excess_neg hb h hp⟩
  by_contra hn
  rw [excess_neg] at h
  rcases (not_lt.mp hn).eq_or_lt with e | l
  · rw [e] at h
    exact lt_irrefl _ h
  · have h' := excess_lt_excess_neg ha l hp
    rw [excess_neg] at h'
    exact lt_asymm h h'
```

## Positive coupling and a positive reference potential

The constant c collects the ionic strength scale, permittivity, temperature and unit of length. Its positivity carries the inequality for G over to the squared fields. With c ≤ 0 no decaying solution has a nonzero wall potential. The condition p > 0 fixes which wall is which; at p = 0 both fields vanish.

`surface_field_asymmetry` applies the first integral at x = 0 to both walls. It offers a sign check for numerical Poisson–Boltzmann solvers in this planar, mean-field setting.

```lean
/-- With cations of the higher valence, a wall at potential `-p` carries a larger squared surface
field than a wall at `p > 0` in the same electrolyte. -/
theorem surface_field_asymmetry {a b c p : ℝ} {φ dφ ψ dψ : ℝ → ℝ}
    (hb : 0 < b) (hab : b < a) (hc : 0 < c) (hp : 0 < p)
    (hφ : IsDoubleLayer a b c φ dφ) (hψ : IsDoubleLayer a b c ψ dψ)
    (hφ0 : φ 0 = p) (hψ0 : ψ 0 = -p) : dφ 0 ^ 2 < dψ 0 ^ 2 := by
  rw [slope_sq_eq hφ le_rfl, slope_sq_eq hψ le_rfl, hφ0, hψ0]
  exact mul_lt_mul_of_pos_left (excess_lt_excess_neg hb hab hp) (by positivity)
```

## The 2:1 case and its small-potential limit

With u = exp(p),

g = u⁻²(2u³ - 3u² + 1) = u⁻²(u - 1)²(2u + 1).

The Lean proof uses exp(-2p)u² = 1 as `h`.

```lean
/-- Factorised form of the excess ion concentration of a 2:1 electrolyte. -/
theorem excess_two_one (p : ℝ) : excess 2 1 p =
    Real.exp (-(2 * p)) * (Real.exp p - 1) ^ 2 * (2 * Real.exp p + 1) := by
  have h : Real.exp (-(2 * p)) * (Real.exp p * Real.exp p) = 1 := by
    rw [← Real.exp_add, ← Real.exp_add, show -(2 * p) + (p + p) = 0 by ring, Real.exp_zero]
  simp only [excess, one_mul]
  linear_combination (3 - 2 * Real.exp p) * h
```

For small p, g(p) = 3p² - p³ + …, so the asymmetry of the squared field is of third order in p, and the linearised theory misses it.

## Explicit double layers of both signs

Let t = q exp(-2x), with -1/4 < q < 1, and set

exp(φ) = (1 + 4t + t²)/(1 - t)².

```lean
/-- Potential of a 2:1 double layer as a function of the decaying variable `t`. -/
def profile (t : ℝ) : ℝ := Real.log (1 + 4 * t + t * t) - 2 * Real.log (1 - t)
```

Since t′ = -2t and dφ/dt = 6(1 + t)/((1 - t)(1 + 4t + t²)),

φ′ = -12t(1 + t)/((1 - t)(1 + 4t + t²)).

```lean
/-- Slope of the 2:1 double-layer potential as a function of the decaying variable `t`. -/
def profileSlope (t : ℝ) : ℝ := -12 * (t + t * t) / ((1 - t) * (1 + 4 * t + t * t))
```

Inserting exp(φ) - 1 = 6t/(1 - t)² and 2 exp(φ) + 1 = 3(1 + t)²/(1 - t)² into the factorised g gives φ′² = (4/3) g(φ). For q ≠ 0, φ′ is nonzero, so differentiating and dividing by 2φ′ yields the field equation with c = 2/3; q = 0 is the zero solution. The Lean proof differentiates φ′ directly instead. `hpos` keeps the logarithms and denominators safe, and continuity at t = 0 gives the decay. The wall potential has the sign of q.

```lean
/-- For `-1/4 < q < 1`, the profile with `t = q exp(-2x)` is a double layer of the 2:1
electrolyte with `c = 2/3`. -/
theorem isDoubleLayer_witness {q : ℝ} (hq : -(1 / 4) < q) (hq1 : q < 1) :
    IsDoubleLayer 2 1 (2 / 3) (fun x => profile (q * Real.exp (-(2 * x))))
      (fun x => profileSlope (q * Real.exp (-(2 * x)))) := by
  obtain ⟨τ, hτ⟩ : ∃ τ : ℝ → ℝ, τ = fun x => q * Real.exp (-(2 * x)) := ⟨_, rfl⟩
  have hd : ∀ x, HasDerivAt τ (-2 * τ x) x := by
    intro x
    rw [hτ]
    exact ((((hasDerivAt_id' x).const_mul 2).fun_neg).exp.const_mul q).congr_deriv (by ring)
  have hpos : ∀ x ∈ Ici (0 : ℝ), 0 < 1 - τ x ∧ 0 < 1 + 4 * τ x + τ x * τ x := by
    intro x hx
    have hx' : 0 ≤ x := hx
    have he := Real.exp_pos (-(2 * x))
    have he1 : Real.exp (-(2 * x)) ≤ 1 := Real.exp_le_one_iff.mpr (by linarith)
    have h1 := mul_pos (sub_pos.mpr hq1) he
    have h2 := mul_pos (sub_pos.mpr hq) he
    have h3 : τ x = q * Real.exp (-(2 * x)) := by rw [hτ]
    constructor
    · nlinarith
    · nlinarith [mul_self_nonneg (τ x)]
  have hlim : Tendsto τ atTop (𝓝 0) := by
    have h := (Real.tendsto_exp_neg_atTop_nhds_zero.comp
      (tendsto_id.const_mul_atTop (show (0 : ℝ) < 2 by norm_num))).const_mul q
    rw [mul_zero] at h
    rw [hτ]
    exact h
  have hP : ContinuousAt profile 0 := by
    unfold profile
    fun_prop (disch := norm_num)
  have hS : ContinuousAt profileSlope 0 := by
    unfold profileSlope
    fun_prop (disch := norm_num)
  have hP0 : profile 0 = 0 := by simp [profile]
  have hS0 : profileSlope 0 = 0 := by simp [profileSlope]
  have main : IsDoubleLayer 2 1 (2 / 3) (fun x => profile (τ x))
      (fun x => profileSlope (τ x)) := by
    refine ⟨fun x hx => ?_, fun x hx => ?_, ?_, ?_⟩
    · obtain ⟨h1, h2⟩ := hpos x hx
      have hA := (hd x).const_sub 1
      have hB := (((hd x).const_mul 4).const_add 1).fun_add ((hd x).fun_mul (hd x))
      have h := (hB.log h2.ne').fun_sub ((hA.log h1.ne').const_mul 2)
      refine (h.congr_deriv ?_).hasDerivWithinAt
      have h1' := h1.ne'
      have h2' := h2.ne'
      unfold profileSlope
      generalize τ x = t at *
      rw [← mul_div_assoc, div_sub_div _ _ h2' h1',
        div_eq_div_iff (mul_ne_zero h2' h1') (mul_ne_zero h1' h2')]
      ring
    · obtain ⟨h1, h2⟩ := hpos x hx
      have hA := (hd x).const_sub 1
      have hB := (((hd x).const_mul 4).const_add 1).fun_add ((hd x).fun_mul (hd x))
      have hN := ((hd x).fun_add ((hd x).fun_mul (hd x))).const_mul (-12)
      have h := hN.fun_div (hA.fun_mul hB) (mul_pos h1 h2).ne'
      refine (h.congr_deriv ?_).hasDerivWithinAt
      -- the Boltzmann factors are rational in t
      have hE : Real.exp (profile (τ x)) =
          (1 + 4 * τ x + τ x * τ x) / ((1 - τ x) * (1 - τ x)) := by
        rw [profile, Real.exp_sub, two_mul (Real.log _), Real.exp_add, Real.exp_log h1,
          Real.exp_log h2]
      have h1' := h1.ne'
      have h2' := h2.ne'
      rw [chargeDensity, one_mul (profile _), Real.exp_neg, two_mul (profile _),
        Real.exp_add, hE]
      generalize τ x = t at *
      field_simp
      ring
    · have h := hP.tendsto.comp hlim
      rw [hP0] at h
      exact h
    · have h := hS.tendsto.comp hlim
      rw [hS0] at h
      exact h
  rw [hτ] at main
  exact main

end

end AsymmetricElectrolyte
```

```lean
#print axioms AsymmetricElectrolyte.excess_eq_zero_iff
#print axioms AsymmetricElectrolyte.excess_lt_excess_neg_iff
#print axioms AsymmetricElectrolyte.surface_field_asymmetry
#print axioms AsymmetricElectrolyte.excess_two_one
```

```
'AsymmetricElectrolyte.excess_eq_zero_iff' depends on axioms: [propext, Classical.choice, Quot.sound]
'AsymmetricElectrolyte.excess_lt_excess_neg_iff' depends on axioms: [propext, Classical.choice, Quot.sound]
'AsymmetricElectrolyte.surface_field_asymmetry' depends on axioms: [propext, Classical.choice, Quot.sound]
'AsymmetricElectrolyte.excess_two_one' depends on axioms: [propext, Classical.choice, Quot.sound]
```
